# Second-order gradient expansion of the kinetic energy density in $d$ dimensions, from given semiclassical corrections

For non-interacting fermions in a smooth potential $V$, let $\delta n$ and $\delta\tau$ be the second-order semiclassical corrections to the density and to the kinetic energy density $-\psi\nabla^2\psi/2$, summed over the occupied orbitals $\psi$, in units $\hbar=m=1$. Taking their explicit formulas as given, at every point where $w=\mu-V>0$,

$$\delta\tau-w\,\delta n+\frac{\nabla^2 n}{4}=\frac{d-2}{3d}\,\frac{|\nabla n|^2}{8n}+\frac{\nabla^2 n}{6}.$$

Here $\mu$ is the chemical potential, $n$ the Thomas-Fermi density and $|\nabla n|^2/(8n)$ the von Weizsäcker term. The term $\nabla^2n/4$ changes the kinetic energy density to its positive-definite form $|\nabla\psi|^2/2$. For that form, the whole right side is the second-order gradient correction to the Thomas-Fermi kinetic energy density of a non-interacting system with slowly varying density. Orbital-free density functional theory uses gradient corrections of this kind to approximate the non-interacting kinetic energy from the density alone.

## Semiclassical powers and the given corrections

```lean
import Mathlib

noncomputable section

namespace SemiclassicalGradientExpansion
```

This loads the Mathlib library and opens a namespace for the names below.

```lean
/-- The semiclassical power `w^s / Γ(s+1)` of the local Fermi energy `w > 0`;
at the poles of `Γ` the factor `1/Γ` is zero. -/
def u (s w : ℝ) : ℝ := w ^ s / Real.Gamma (s + 1)
```

`u s w` is $u_s(w)=w^s/\Gamma(s+1)$, for real $s$ and $w$. Lean sets $\Gamma$ to zero at its poles and division by zero to zero, so $1/\Gamma$ vanishes there, as the entire function $1/\Gamma$ does.

```lean
/-- Second-order correction to the density, for a potential with Laplacian `A` and squared
gradient `B`, at local Fermi energy `w > 0`. -/
def densityCorr (d A B w : ℝ) : ℝ := -A * u (d / 2 - 2) w / 12 + B * u (d / 2 - 3) w / 24
```

With $A=\nabla^2V$ and $B=|\nabla V|^2$, this reads
$$\delta n=-\frac{A}{12}u_{d/2-2}(w)+\frac{B}{24}u_{d/2-3}(w).$$
Units are $\hbar=m=1$, and a constant prefactor common to all densities is removed.

```lean
/-- Second-order correction to the local pressure at local Fermi energy `w > 0`. -/
def pressureCorr (d A B w : ℝ) : ℝ := -A * u (d / 2 - 1) w / 12 + B * u (d / 2 - 2) w / 24
```

The pressure correction $\delta P$ has the same form with each index raised by one.

```lean
/-- Second-order correction to the kinetic energy density of the form `-ψ∇²ψ/2`,
at local Fermi energy `w > 0`. -/
def kineticCorr (d A B w : ℝ) : ℝ :=
  -(d / 2 - 2) * A * u (d / 2 - 1) w / 12 + (d / 2 - 3) * B * u (d / 2 - 2) w / 24
```

This is $\delta\tau$ for the kinetic energy density $-\psi\nabla^2\psi/2$, summed over occupied orbitals. The three formulas stand for the $\hbar^2$ terms of the semiclassical expansion; they enter as definitions and are not derived from the Schrödinger equation.

## Fields and their derivatives

```lean
/-- The field `f` on the line through `x` parallel to the coordinate axis `i`. -/
def alongAxis {d : ℕ} (f : (Fin d → ℝ) → ℝ) (x : Fin d → ℝ) (i : Fin d) (t : ℝ) : ℝ :=
  f (x + t • (Pi.single i 1 : Fin d → ℝ))
```

A point of space is a function `Fin d → ℝ`, that is, $d$ real coordinates. `alongAxis f x i` restricts $f$ to the line $t\mapsto x+te_i$, where $e_i$ is the unit vector along axis $i$.

```lean
/-- The squared gradient `|∇f|²` at `x`. -/
def gradSq {d : ℕ} (f : (Fin d → ℝ) → ℝ) (x : Fin d → ℝ) : ℝ :=
  ∑ i, (deriv (alongAxis f x i) 0) ^ 2
```

This is $|\nabla f|^2=\sum_i(\partial_if)^2$, with each partial derivative taken at $t=0$.

```lean
/-- The Laplacian `∇²f` at `x`. -/
def lap {d : ℕ} (f : (Fin d → ℝ) → ℝ) (x : Fin d → ℝ) : ℝ :=
  ∑ i, deriv (deriv (alongAxis f x i)) 0
```

This is $\nabla^2f=\sum_i\partial_i^2f$.

```lean
/-- The Thomas-Fermi density in the potential `V` at chemical potential `μ`, up to a constant
prefactor, in the classically allowed region `V x < μ`. -/
def tfDensity {d : ℕ} (μ : ℝ) (V : (Fin d → ℝ) → ℝ) (x : Fin d → ℝ) : ℝ :=
  u ((d : ℝ) / 2) (μ - V x)
```

The Thomas-Fermi density is $n(x)=u_{d/2}(\mu-V(x))$.

## Two rules for semiclassical powers

```lean
/-- Multiplying the semiclassical power of order `s - 1` by the local Fermi energy `w > 0` gives `s`
times the power of order `s`. -/
theorem mul_u (s : ℝ) {w : ℝ} (hw : 0 < w) : w * u (s - 1) w = s * u s w := by
  have hp : w * w ^ (s - 1) = w ^ s := by
    rw [Real.rpow_sub_one hw.ne']
    field_simp
  unfold u
  rw [sub_add_cancel]
  by_cases hs : s = 0
  · subst hs
    simp [Real.Gamma_zero]
  · rw [Real.Gamma_add_one hs, ← mul_div_assoc, hp, ← mul_div_assoc, mul_div_mul_left _ _ hs]
```

The claim is $w\,u_{s-1}=s\,u_s$. The argument `hw` is the hypothesis $w>0$. For $s\neq0$, use $\Gamma(s+1)=s\,\Gamma(s)$:
$$w\,\frac{w^{s-1}}{\Gamma(s)}=\frac{s\,w^s}{\Gamma(s+1)}.$$
For $s=0$ both sides are zero. `by_cases` makes this split, and `rw` replaces one side of an equation by the other.

```lean
/-- Differentiating in the local Fermi energy lowers the order of a semiclassical power by one. -/
theorem hasDerivAt_u (s : ℝ) {w : ℝ} (hw : 0 < w) : HasDerivAt (u s) (u (s - 1) w) w := by
  have hp : w * w ^ (s - 1) = w ^ s := by
    rw [Real.rpow_sub_one hw.ne']
    field_simp
  have h := (Real.hasDerivAt_rpow_const (p := s) (Or.inl hw.ne')).div_const (Real.Gamma (s + 1))
  have e : s * w ^ (s - 1) / Real.Gamma (s + 1) = u (s - 1) w := by
    apply mul_left_cancel₀ hw.ne'
    rw [mul_u s hw]
    unfold u
    rw [← hp]
    ring
  rw [← e]
  exact h
```

`HasDerivAt f f' w` says that $f$ is differentiable at $w$ with derivative $f'$. Here $u_s'=s\,w^{s-1}/\Gamma(s+1)$. Multiplied by $w$ this is $s\,u_s=w\,u_{s-1}$, and cancelling $w$ gives $u_s'=u_{s-1}$.

## Why $w\,\delta n$ is subtracted

```lean
/-- The Thomas-Fermi kinetic energy density changes with the local Fermi energy `w` at `w` times
the rate of the density. -/
theorem thomasFermi_response (d : ℝ) {w : ℝ} (hw : 0 < w) :
    HasDerivAt (fun y => d / 2 * u (d / 2 + 1) y) (w * u (d / 2 - 1) w) w := by
  have h := (hasDerivAt_u (d / 2 + 1) hw).const_mul (d / 2)
  rw [add_sub_cancel_right, ← mul_u (d / 2) hw] at h
  exact h
```

The Thomas-Fermi kinetic energy density is $\tau_{\rm TF}=\frac d2u_{d/2+1}$. The two rules give
$$\frac{d\tau_{\rm TF}}{dw}=\frac d2u_{d/2}=w\,u_{d/2-1}=w\,\frac{dn}{dw}.$$
A small density change $\delta n$ therefore changes $\tau_{\rm TF}$ by $w\,\delta n$ to first order. Subtracting this leaves the part of the correction that $\tau_{\rm TF}$, evaluated at the corrected density, does not already contain.

```lean
/-- The density correction is the derivative of the pressure correction, and the kinetic
correction is `w δn - δP`. -/
theorem correction_thermodynamics (d A B : ℝ) {w : ℝ} (hw : 0 < w) :
    HasDerivAt (pressureCorr d A B) (densityCorr d A B w) w ∧
      kineticCorr d A B w = w * densityCorr d A B w - pressureCorr d A B w := by
  constructor
  · have h1 := hasDerivAt_u (d / 2 - 1) hw
    have h2 := hasDerivAt_u (d / 2 - 2) hw
    rw [show d / 2 - 1 - 1 = d / 2 - 2 by ring] at h1
    rw [show d / 2 - 2 - 1 = d / 2 - 3 by ring] at h2
    exact ((h1.const_mul (-A)).div_const 12).fun_add ((h2.const_mul B).div_const 24)
  · have h1 := mul_u (d / 2 - 1) hw
    have h2 := mul_u (d / 2 - 2) hw
    rw [show d / 2 - 1 - 1 = d / 2 - 2 by ring] at h1
    rw [show d / 2 - 2 - 1 = d / 2 - 3 by ring] at h2
    unfold kineticCorr densityCorr pressureCorr
    linear_combination A / 12 * h1 - B / 24 * h2
```

The symbol `∧` means "and". Differentiating $\delta P$ lowers each index by one and gives $\delta n$. For the second claim, the first rule gives
$$w\,\delta n=-\frac{A}{12}\left(\frac d2-1\right)u_{d/2-1}+\frac{B}{24}\left(\frac d2-2\right)u_{d/2-2}.$$
Subtracting $\delta P$ lowers both brackets by one, which is $\delta\tau$. `linear_combination` performs this by adding multiples of known equations.

## The identity at a point

```lean
/-- The second-order kinetic energy identity at a point, for real dimension `d > 0`. -/
theorem local_identity {d w : ℝ} (A B : ℝ) (hd : 0 < d) (hw : 0 < w) :
    kineticCorr d A B w - w * densityCorr d A B w
        + (B * u (d / 2 - 2) w - A * u (d / 2 - 1) w) / 4
      = (d - 2) / (3 * d) * (B * u (d / 2 - 1) w ^ 2 / (8 * u (d / 2) w))
        + (B * u (d / 2 - 2) w - A * u (d / 2 - 1) w) / 6 := by
  have hp : 0 < u (d / 2) w :=
    div_pos (Real.rpow_pos_of_pos hw _) (Real.Gamma_pos_of_pos (by linarith))
  have h1 := mul_u (d / 2) hw
  have h2 := mul_u (d / 2 - 1) hw
  rw [show d / 2 - 1 - 1 = d / 2 - 2 by ring] at h2
  -- the von Weizsäcker term is proportional to the squared gradient of the potential
  have hW : (d - 2) / (3 * d) * (B * u (d / 2 - 1) w ^ 2 / (8 * u (d / 2) w))
      = B * u (d / 2 - 2) w / 24 := by
    rw [div_mul_div_comm, div_eq_iff (mul_pos (by linarith) (by linarith)).ne']
    linear_combination 2 * B * u (d / 2 - 2) w * h1 - 2 * B * u (d / 2 - 1) w * h2
  rw [(correction_thermodynamics d A B hw).2, hW]
  unfold pressureCorr
  ring
```

Here $d$ may be any positive real number. Write $L=B\,u_{d/2-2}-A\,u_{d/2-1}$, which will turn out to be $\nabla^2n$. Since $\delta\tau-w\,\delta n=-\delta P$,
$$-\delta P+\frac L4-\frac L6=\frac{A}{12}u_{d/2-1}-\frac{B}{24}u_{d/2-2}+\frac L{12}=\frac{B}{24}u_{d/2-2}.$$
The von Weizsäcker term must supply this remainder. From $w\,u_{d/2-1}=\frac d2u_{d/2}$ and $w\,u_{d/2-2}=\left(\frac d2-1\right)u_{d/2-1}$,
$$\frac{d-2}{d}\,\frac{u_{d/2-1}^2}{u_{d/2}}=\left(\frac d2-1\right)\frac{u_{d/2-1}}{w}=u_{d/2-2}.$$
Multiplying by $B/24$ gives the required equality, called `hW` in the proof. The final `ring` collects the terms.

```lean
/-- Where the potential has nonzero gradient, and with the Laplacian coefficient `1/6`, the
von Weizsäcker coefficient must be `(d-2)/(3d)`. -/
theorem weizsacker_coefficient_iff {d w B : ℝ} (A c : ℝ) (hd : 0 < d) (hw : 0 < w) (hB : B ≠ 0) :
    kineticCorr d A B w - w * densityCorr d A B w
        + (B * u (d / 2 - 2) w - A * u (d / 2 - 1) w) / 4
      = c * (B * u (d / 2 - 1) w ^ 2 / (8 * u (d / 2) w))
        + (B * u (d / 2 - 2) w - A * u (d / 2 - 1) w) / 6 ↔ c = (d - 2) / (3 * d) := by
  have hp : ∀ s : ℝ, -1 < s → 0 < u s w := fun s hs =>
    div_pos (Real.rpow_pos_of_pos hw _) (Real.Gamma_pos_of_pos (by linarith))
  have hne : B * u (d / 2 - 1) w ^ 2 / (8 * u (d / 2) w) ≠ 0 :=
    div_ne_zero (mul_ne_zero hB (pow_ne_zero 2 (hp _ (by linarith)).ne'))
      (mul_pos (by norm_num) (hp _ (by linarith))).ne'
  rw [local_identity A B hd hw]
  constructor
  · intro h
    exact mul_right_cancel₀ hne (by linarith)
  · intro h
    rw [h]
```

The symbol `↔` means "if and only if". With the Laplacian coefficient fixed at $1/6$ and $B\neq0$, a number $c$ satisfies the identity exactly when $c=(d-2)/(3d)$. The von Weizsäcker term is then nonzero, so it can be cancelled.

## From numbers to an actual potential

```lean
/-- Chain rule for a semiclassical power along a line in the allowed region. -/
theorem hasDerivAt_u_comp (s : ℝ) {μ t φ' : ℝ} {φ : ℝ → ℝ} (ht : φ t < μ)
    (h : HasDerivAt φ φ' t) :
    HasDerivAt (fun r => u s (μ - φ r)) (u (s - 1) (μ - φ t) * (-φ')) t :=
  by
  have h1 : HasDerivAt (u s) (u (s - 1) (μ - φ t)) ((fun r => μ - φ r) t) :=
    hasDerivAt_u s (sub_pos.2 ht)
  have h2 := HasDerivAt.comp t h1 (h.const_sub μ)
  exact h2
```

Let $\varphi$ be a function of one variable, later $V$ along an axis. Where $\varphi(t)<\mu$, the chain rule gives
$$\frac{d}{dt}u_s(\mu-\varphi)=-u_{s-1}(\mu-\varphi)\,\varphi'.$$

```lean
/-- Squared gradient and Laplacian of the Thomas-Fermi density in terms of those of the
potential. -/
theorem tfDensity_derivatives {d : ℕ} {μ : ℝ} {V : (Fin d → ℝ) → ℝ} {x : Fin d → ℝ}
    (hV : ContDiff ℝ 2 V) (hx : V x < μ) :
    gradSq (tfDensity μ V) x = gradSq V x * u ((d : ℝ) / 2 - 1) (μ - V x) ^ 2 ∧
      lap (tfDensity μ V) x = gradSq V x * u ((d : ℝ) / 2 - 2) (μ - V x)
        - lap V x * u ((d : ℝ) / 2 - 1) (μ - V x) := by
  have h0 : ∀ i, alongAxis V x i 0 = V x := fun i => by simp [alongAxis]
  have hc : ∀ i, ContDiff ℝ 2 (alongAxis V x i) := fun i => by
    have hl : ContDiff ℝ 2 (fun t : ℝ => x + t • (Pi.single i 1 : Fin d → ℝ)) := by fun_prop
    exact hV.comp hl
  have hd1 : ∀ i, Differentiable ℝ (alongAxis V x i) := fun i =>
    (hc i).differentiable (by norm_num)
  have hlt : ∀ i, alongAxis V x i 0 < μ := fun i => by rw [h0 i]; exact hx
  constructor
  · unfold gradSq
    rw [Finset.sum_mul]
    refine Finset.sum_congr rfl fun i _ => ?_
    have h : deriv (alongAxis (tfDensity μ V) x i) 0 = _ :=
      (hasDerivAt_u_comp ((d : ℝ) / 2) (hlt i) (hd1 i 0).hasDerivAt).deriv
    rw [h, h0 i]
    ring
  · unfold lap gradSq
    rw [Finset.sum_mul, Finset.sum_mul, ← Finset.sum_sub_distrib]
    refine Finset.sum_congr rfl fun i _ => ?_
    -- the first derivative is known on a whole neighbourhood, so it can be differentiated again
    have hev : deriv (alongAxis (tfDensity μ V) x i) =ᶠ[nhds 0] fun r =>
        u ((d : ℝ) / 2 - 1) (μ - alongAxis V x i r) * (-deriv (alongAxis V x i) r) := by
      filter_upwards [(isOpen_lt (hd1 i).continuous continuous_const).mem_nhds (hlt i)] with r hr
      exact (hasDerivAt_u_comp ((d : ℝ) / 2) hr (hd1 i r).hasDerivAt).deriv
    have h1 := hasDerivAt_u_comp ((d : ℝ) / 2 - 1) (hlt i) (hd1 i 0).hasDerivAt
    rw [show (d : ℝ) / 2 - 1 - 1 = (d : ℝ) / 2 - 2 by ring] at h1
    have h2 := h1.fun_mul ((hc i).differentiable_deriv_two 0).hasDerivAt.fun_neg
    rw [hev.deriv_eq, h2.deriv, h0 i]
    ring
```

`ContDiff ℝ 2 V` says that $V$ is twice continuously differentiable. At $w=\mu-V(x)$,
$$\partial_in=-u_{d/2-1}\,\partial_iV,\qquad \partial_i^2n=u_{d/2-2}(\partial_iV)^2-u_{d/2-1}\,\partial_i^2V.$$
Squaring the first and summing gives $|\nabla n|^2=B\,u_{d/2-1}^2$; summing the second gives $\nabla^2n=L$. A second derivative needs the first on a whole neighbourhood. The step `hev` provides it, because $V<\mu$ persists at nearby points of the line.

```lean
/-- Second-order gradient expansion in `d > 0` dimensions, where `w = μ - V x > 0`: with the given
corrections `δτ` and `δn`, the quantity `δτ - w δn + ∇²n/4` equals the sum of `∇²n/6` and
`(d-2)/(3d)` times the von Weizsäcker term, `n` being the Thomas-Fermi density. -/
theorem gradient_expansion {d : ℕ} (hd : 0 < d) {μ : ℝ} {V : (Fin d → ℝ) → ℝ} {x : Fin d → ℝ}
    (hV : ContDiff ℝ 2 V) (hx : V x < μ) :
    kineticCorr d (lap V x) (gradSq V x) (μ - V x)
        - (μ - V x) * densityCorr d (lap V x) (gradSq V x) (μ - V x)
        + lap (tfDensity μ V) x / 4
      = ((d : ℝ) - 2) / (3 * (d : ℝ)) * (gradSq (tfDensity μ V) x / (8 * tfDensity μ V x))
        + lap (tfDensity μ V) x / 6 := by
  rw [(tfDensity_derivatives hV hx).1, (tfDensity_derivatives hV hx).2]
  exact local_identity _ _ (Nat.cast_pos.2 hd) (sub_pos.2 hx)

end SemiclassicalGradientExpansion
```

Now $d$ is a positive whole number, and `(d : ℝ)` is the same number read as a real. The proof inserts the two derivative formulas and applies `local_identity`.

The term $\nabla^2n/4$ on the left converts $-\psi\nabla^2\psi/2$ into the positive-definite form $|\nabla\psi|^2/2$, since for real orbitals $\nabla^2(\psi^2)=2|\nabla\psi|^2+2\psi\nabla^2\psi$. In it, $n$ is the Thomas-Fermi density without its correction, which is consistent at second order. The theorem is an exact identity between second-order terms. It gives no bound on the error of the expansion, and it does not apply at or beyond a classical turning point, where $w\le0$.

In the smallest dimension, $d=1$, the coefficient is $-1/3$; in $d=3$ it is $1/9$. The case $d=2$ is quick to check: $u_{-1}=u_{-2}=0$ and $u_0=1$, so $\delta n=0$, $\delta\tau=A/12$ and $\nabla^2n=-A$. The left side is $A/12-A/4=-A/6$, which is $\nabla^2n/6$ with no von Weizsäcker term.

```lean
#print axioms SemiclassicalGradientExpansion.thomasFermi_response
#print axioms SemiclassicalGradientExpansion.weizsacker_coefficient_iff
#print axioms SemiclassicalGradientExpansion.gradient_expansion
```

```
'SemiclassicalGradientExpansion.thomasFermi_response' depends on axioms: [propext, Classical.choice, Quot.sound]
'SemiclassicalGradientExpansion.weizsacker_coefficient_iff' depends on axioms: [propext, Classical.choice, Quot.sound]
'SemiclassicalGradientExpansion.gradient_expansion' depends on axioms: [propext, Classical.choice, Quot.sound]
```
